# The charge gap of a spin-polarised d shell depends on filling when F pairs lie below P pairs

Let N electrons of equal spin occupy five degenerate d orbitals, and let each pair have energy A − 8B in an F state and A + 7B in a P state, with B > 0. If E(N) is the lowest N-electron energy, then

E(N+1) + E(N−1) − 2E(N) = A − 8B for N = 1, 4

E(N+1) + E(N−1) − 2E(N) = A + B for N = 2, 3.

A is a repulsion common to all pairs. B sets how the energy of a pair depends on the relative orientation of its two orbital angular momenta, and 15B is the splitting between P and F. The gap is the effective Hubbard repulsion of this isolated, spin-polarised shell, so in this model a single filling-independent U cannot reproduce all four values.

## From pair terms to total angular momentum

Two electrons of equal spin have 10 states, 7 in F (L = 3) and 3 in P (L = 1). Let W_F and W_P be the expected numbers of F and P pairs in an N-electron state. Every pair is of one kind or the other, so

W_F + W_P = N(N−1)/2

energy = (A − 8B) W_F + (A + 7B) W_P = (A − 8B) N(N−1)/2 + 15B W_P.

It remains to minimise W_P. Each electron has l² = 6, and a pair has L_ij² = 12 + 2 l_i·l_j. Hence

L² = 6N + 2 Σ_{i<j} l_i·l_j = 6N + Σ_{i<j} (L_ij² − 12).

The last bracket is 0 on F and 2 − 12 = −10 on P, which gives

W_P = (6N − ⟨L²⟩)/10.

The shell has only an S term for N = 0, 5 and only a D term for N = 1, 4. For N = 2 it has F and P, and so it does for N = 3, which is two holes. If w is the weight of the state in the P term, then ⟨L²⟩ = 12 − 10w for N = 2, 3. Therefore

W_P = 0, 0, w, 3/5 + w, 9/5, 3 for N = 0, …, 5.

Since w ≥ 0 and B > 0, the minimum has w = 0. The determinant filling the N highest m values reaches it: for N = 2, 3 its m values add up to M = 3, which a P term does not contain. Thus

E(N) = 0, 0, A − 8B, 3A − 15B, 6A − 21B, 10A − 35B.

The gaps are then

N = 1: (A − 8B) + 0 − 0 = A − 8B

N = 2: (3A − 15B) + 0 − 2(A − 8B) = A + B

N = 3: (6A − 21B) + (A − 8B) − 2(3A − 15B) = A + B

N = 4: (10A − 35B) + (3A − 15B) − 2(6A − 21B) = A − 8B.

## States and pair amplitudes on bit strings

In Lean 4 with Mathlib:

```lean
import Mathlib

open Complex (normSq)

set_option maxHeartbeats 400000

namespace DShellChargeGap

noncomputable section
```

A configuration is a number s < 32 whose binary digit i is the occupation of the orbital m = 2 − i. A many-electron state is an amplitude function `c`, so arbitrary superpositions of determinants are allowed.

```lean
/-- Number of electrons in the configuration `s < 32`, whose binary digit `i` is the occupation
of the d orbital with `m = 2 - i`. -/
def electrons (s : ℕ) : ℕ := s % 2 + s / 2 % 2 + s / 4 % 2 + s / 8 % 2 + s / 16 % 2
```

Annihilation carries a sign fixed by the occupied orbitals of lower index. Applying it twice removes a pair.

```lean
/-- Annihilation of an electron in orbital `i`, with the fermionic sign. -/
def annihilate (i : ℕ) (c : ℕ → ℂ) (s : ℕ) : ℂ :=
  if s / 2 ^ i % 2 = 1 then 0 else (-1) ^ electrons (s % 2 ^ i) * c (s + 2 ^ i)

/-- Removal of a pair of electrons from the orbitals `i` and `j`. -/
def pair (i j : ℕ) (c : ℕ → ℂ) (s : ℕ) : ℂ := annihilate j (annihilate i c) s
```

The next two definitions project the removed pair on normalised F and P states, leaving the other electrons in `s`.

```lean
/-- Amplitudes for removing a pair in the F states `M = 3, ..., -3`, leaving configuration `s`. -/
def fPair (c : ℕ → ℂ) (s : ℕ) : Fin 7 → ℂ :=
  ![pair 0 1 c s, pair 0 2 c s, (3 * pair 0 3 c s + √6 * pair 1 2 c s) / √15,
    (pair 0 4 c s + 2 * pair 1 3 c s) / √5, (3 * pair 1 4 c s + √6 * pair 2 3 c s) / √15,
    pair 2 4 c s, pair 3 4 c s]

/-- Amplitudes for removing a pair in the P states `M = 1, 0, -1`, leaving configuration `s`. -/
def pPair (c : ℕ → ℂ) (s : ℕ) : Fin 3 → ℂ :=
  ![(√6 * pair 0 3 c s - 3 * pair 1 2 c s) / √15, (2 * pair 0 4 c s - pair 1 3 c s) / √5,
    (√6 * pair 1 4 c s - 3 * pair 2 3 c s) / √15]
```

## Angular momentum operators

Moving an electron between neighbouring orbitals changes m by one, with coefficient 2 or √6 and no fermionic sign. These moves give L₊ and L₋, and with M they give L².

```lean
/-- Ladder coefficient between the neighbouring d orbitals `i` and `i + 1`. -/
def ladder (i : ℕ) : ℂ := if i = 0 ∨ i = 3 then 2 else √6

/-- The total raising operator `L₊`. -/
def raise (c : ℕ → ℂ) (s : ℕ) : ℂ := ∑ i ∈ Finset.range 4,
  if s / 2 ^ i % 2 = 1 ∧ s / 2 ^ (i + 1) % 2 = 0 then ladder i * c (s + 2 ^ i) else 0

/-- The total lowering operator `L₋`. -/
def lower (c : ℕ → ℂ) (s : ℕ) : ℂ := ∑ i ∈ Finset.range 4,
  if s / 2 ^ i % 2 = 0 ∧ s / 2 ^ (i + 1) % 2 = 1 then ladder i * c (s - 2 ^ i) else 0

/-- The total magnetic quantum number of a configuration. -/
def totalM (s : ℕ) : ℂ := ∑ i ∈ Finset.range 5, ((s / 2 ^ i % 2 : ℕ) : ℂ) * (2 - (i : ℂ))

/-- The squared total orbital angular momentum, `L² = L₋ L₊ + M (M + 1)`. -/
def Lsq (c : ℕ → ℂ) (s : ℕ) : ℂ := lower (raise c) s + totalM s * (totalM s + 1) * c s
```

## Energy and its minimum

W_F and W_P become sums of squared amplitudes over the remaining configurations and the pair states.

```lean
/-- Total weight of F pairs in a many-electron state. -/
def fWeight (c : ℕ → ℂ) : ℝ := ∑ s ∈ Finset.range 32, ∑ k, normSq (fPair c s k)

/-- Total weight of P pairs in a many-electron state. -/
def pWeight (c : ℕ → ℂ) : ℝ := ∑ s ∈ Finset.range 32, ∑ k, normSq (pPair c s k)
```

The energy contains only this interaction. A common orbital energy would be linear in N and cancel from the gap; crystal fields, hybridisation and spin flips are absent from the model.

```lean
/-- Interaction energy: `A - 8B` for each F pair and `A + 7B` for each P pair. -/
def energy (A B : ℝ) (c : ℕ → ℂ) : ℝ := (A - 8 * B) * fWeight c + (A + 7 * B) * pWeight c
```

`IsState N c` requires exactly N electrons and unit norm. `E` is the infimum of the energies of all such states.

```lean
/-- Normalised states of `N` spin-polarised d electrons. -/
structure IsState (N : ℕ) (c : ℕ → ℂ) : Prop where
  supp : ∀ s, c s ≠ 0 → s < 32 ∧ electrons s = N
  norm : ∑ s ∈ Finset.range 32, normSq (c s) = 1

/-- The energies of all normalised `N`-electron states. -/
def energies (A B : ℝ) (N : ℕ) : Set ℝ := {e | ∃ c, IsState N c ∧ energy A B c = e}

/-- The lowest `N`-electron energy `E(N)`, for `N ≤ 5`. -/
def E (A B : ℝ) (N : ℕ) : ℝ := sInf (energies A B N)
```

The proof uses the determinant with the highest m values filled, the minimal P weight `pMin`, and `excess`, which plays the role of w.

```lean
/-- The determinant that fills the `N` orbitals of highest `m`, for `N ≤ 5`. -/
def topDet (N : ℕ) (s : ℕ) : ℂ := if s = 2 ^ N - 1 then 1 else 0

/-- The number `(6n - L(L+1)) / 10` with `L = n(5-n)/2`. -/
def pMin (n : ℕ) : ℝ := (6 * n - n * (5 - n) / 2 * (n * (5 - n) / 2 + 1)) / 10

/-- Weight of the P states of two electrons and of three electrons in a many-electron state. -/
def excess (c : ℕ → ℂ) : ℝ :=
  normSq (√6 * c 9 - 3 * c 6) / 15 + normSq (2 * c 17 - c 10) / 5 +
  normSq (√6 * c 18 - 3 * c 12) / 15 + normSq (3 * c 25 - √6 * c 22) / 15 +
  normSq (c 21 - 2 * c 14) / 5 + normSq (3 * c 19 - √6 * c 13) / 15

/-- The real part of the overlap of two amplitudes. -/
def overlap (x y : ℂ) : ℝ := x.re * y.re + x.im * y.im
```

## The pair states are F and P

For two electrons, projecting L²c on the pair states multiplies the amplitudes by 12 = 3·4 or 2 = 1·2. The proof computes L₋L₊ on the ten determinants and combines the results. This theorem justifies the labels F and P; the energy bounds do not use it.

```lean
/-- The F pair states have `L² = 12` and the P pair states have `L² = 2`: projecting `L² c` on
them multiplies the two-electron amplitude by that value. -/
theorem pair_terms (c : ℕ → ℂ) :
    (∀ k, fPair (Lsq c) 0 k = 12 * fPair c 0 k) ∧ ∀ k, pPair (Lsq c) 0 k = 2 * pPair c 0 k := by
  have h2 : (√6 : ℂ) ^ 2 = 6 := by
    rw [← Complex.ofReal_pow, Real.sq_sqrt (by norm_num)]; norm_num
  have P (d : ℕ → ℂ) : pair 0 1 d 0 = d 3 ∧ pair 0 2 d 0 = d 5 ∧ pair 0 3 d 0 = d 9 ∧
      pair 1 2 d 0 = d 6 ∧ pair 0 4 d 0 = d 17 ∧ pair 1 3 d 0 = d 10 ∧ pair 1 4 d 0 = d 18 ∧
      pair 2 3 d 0 = d 12 ∧ pair 2 4 d 0 = d 20 ∧ pair 3 4 d 0 = d 24 := by
    simp [pair, annihilate, electrons]
  have M : totalM 3 = 3 ∧ totalM 5 = 2 ∧ totalM 9 = 1 ∧ totalM 6 = 1 ∧ totalM 17 = 0 ∧
      totalM 10 = 0 ∧ totalM 18 = -1 ∧ totalM 12 = -1 ∧ totalM 20 = -2 ∧ totalM 24 = -3 := by
    norm_num [totalM, Finset.sum_range_succ]
  obtain ⟨m3, m5, m9, m6, m17, m10, m18, m12, m20, m24⟩ := M
  -- the action of `L₋ L₊` on the ten two-electron determinants
  have l3 : lower (raise c) 3 = 0 := by simp [lower, Finset.sum_range_succ]
  have l5 : lower (raise c) 5 = 6 * c 5 := by
    simp [lower, raise, ladder, Finset.sum_range_succ]
    linear_combination c 5 * h2
  have l9 : lower (raise c) 9 = 6 * c 9 + 2 * √6 * c 6 := by
    simp [lower, raise, ladder, Finset.sum_range_succ]
    linear_combination c 9 * h2
  have l6 : lower (raise c) 6 = 4 * c 6 + 2 * √6 * c 9 := by
    simp [lower, raise, ladder, Finset.sum_range_succ]
    ring
  have l17 : lower (raise c) 17 = 4 * c 17 + 4 * c 10 := by
    simp [lower, raise, ladder, Finset.sum_range_succ]
    ring
  have l10 : lower (raise c) 10 = 10 * c 10 + 4 * c 17 := by
    simp [lower, raise, ladder, Finset.sum_range_succ]
    linear_combination c 10 * h2
  have l18 : lower (raise c) 18 = 8 * c 18 + 2 * √6 * c 12 := by
    simp [lower, raise, ladder, Finset.sum_range_succ]
    ring
  have l12 : lower (raise c) 12 = 6 * c 12 + 2 * √6 * c 18 := by
    simp [lower, raise, ladder, Finset.sum_range_succ]
    linear_combination c 12 * h2
  have l20 : lower (raise c) 20 = 10 * c 20 := by
    simp [lower, raise, ladder, Finset.sum_range_succ]
    linear_combination c 20 * h2
  have l24 : lower (raise c) 24 = 6 * c 24 := by
    simp [lower, raise, ladder, Finset.sum_range_succ]
    linear_combination c 24 * h2
  constructor <;> intro k <;> fin_cases k
  · change pair 0 1 (Lsq c) 0 = 12 * pair 0 1 c 0
    simp only [P, Lsq, l3, m3]; ring
  · change pair 0 2 (Lsq c) 0 = 12 * pair 0 2 c 0
    simp only [P, Lsq, l5, m5]; ring
  · change (3 * pair 0 3 (Lsq c) 0 + √6 * pair 1 2 (Lsq c) 0) / √15 =
      12 * ((3 * pair 0 3 c 0 + √6 * pair 1 2 c 0) / √15)
    simp only [P, Lsq, l9, l6, m9, m6]
    linear_combination 2 * c 9 / √15 * h2
  · change (pair 0 4 (Lsq c) 0 + 2 * pair 1 3 (Lsq c) 0) / √5 =
      12 * ((pair 0 4 c 0 + 2 * pair 1 3 c 0) / √5)
    simp only [P, Lsq, l17, l10, m17, m10]; ring
  · change (3 * pair 1 4 (Lsq c) 0 + √6 * pair 2 3 (Lsq c) 0) / √15 =
      12 * ((3 * pair 1 4 c 0 + √6 * pair 2 3 c 0) / √15)
    simp only [P, Lsq, l18, l12, m18, m12]
    linear_combination 2 * c 18 / √15 * h2
  · change pair 2 4 (Lsq c) 0 = 12 * pair 2 4 c 0
    simp only [P, Lsq, l20, m20]; ring
  · change pair 3 4 (Lsq c) 0 = 12 * pair 3 4 c 0
    simp only [P, Lsq, l24, m24]; ring
  · change (√6 * pair 0 3 (Lsq c) 0 - 3 * pair 1 2 (Lsq c) 0) / √15 =
      2 * ((√6 * pair 0 3 c 0 - 3 * pair 1 2 c 0) / √15)
    simp only [P, Lsq, l9, l6, m9, m6]
    linear_combination 2 * c 6 / √15 * h2
  · change (2 * pair 0 4 (Lsq c) 0 - pair 1 3 (Lsq c) 0) / √5 =
      2 * ((2 * pair 0 4 c 0 - pair 1 3 c 0) / √5)
    simp only [P, Lsq, l17, l10, m17, m10]; ring
  · change (√6 * pair 1 4 (Lsq c) 0 - 3 * pair 2 3 (Lsq c) 0) / √15 =
      2 * ((√6 * pair 1 4 c 0 - 3 * pair 2 3 c 0) / √15)
    simp only [P, Lsq, l18, l12, m18, m12]
    linear_combination 2 * c 12 / √15 * h2
```

## Counting pairs and bounding the P weight

Squared moduli of superpositions split into weights and an interference term.

```lean
/-- Squared moduli of the superpositions that occur in the F and P states. -/
theorem normSq_mix (x y : ℂ) :
    normSq (√6 * x - 3 * y) = 6 * normSq x + 9 * normSq y - 6 * √6 * overlap x y ∧
    normSq (3 * x - √6 * y) = 9 * normSq x + 6 * normSq y - 6 * √6 * overlap x y ∧
    normSq (3 * x + √6 * y) = 9 * normSq x + 6 * normSq y + 6 * √6 * overlap x y ∧
    normSq (2 * x - y) = 4 * normSq x + normSq y - 4 * overlap x y ∧
    normSq (x - 2 * y) = normSq x + 4 * normSq y - 4 * overlap x y ∧
    normSq (x + 2 * y) = normSq x + 4 * normSq y + 4 * overlap x y := by
  have h6 : √(6 : ℝ) ^ 2 = 6 := Real.sq_sqrt (by norm_num)
  simp only [Complex.normSq_apply, overlap, Complex.add_re, Complex.add_im, Complex.sub_re,
    Complex.sub_im, Complex.mul_re, Complex.mul_im, Complex.ofReal_re, Complex.ofReal_im,
    Complex.re_ofNat, Complex.im_ofNat]
  refine ⟨?_, ?_, ?_, by ring, by ring, by ring⟩
  · linear_combination (x.re ^ 2 + x.im ^ 2) * h6
  · linear_combination (y.re ^ 2 + y.im ^ 2) * h6
  · linear_combination (y.re ^ 2 + y.im ^ 2) * h6

/-- The weight of a pair in two given orbitals, without the fermionic signs. -/
theorem normSq_pair (i j : ℕ) (c : ℕ → ℂ) (s : ℕ) : normSq (pair i j c s) =
    if s / 2 ^ j % 2 = 1 then 0 else if (s + 2 ^ j) / 2 ^ i % 2 = 1 then 0
      else normSq (c (s + 2 ^ j + 2 ^ i)) := by
  simp only [pair, annihilate]
  split_ifs <;> simp

theorem pPair_sum (c : ℕ → ℂ) (s : ℕ) : ∑ k, normSq (pPair c s k) =
    normSq (√6 * pair 0 3 c s - 3 * pair 1 2 c s) / 15 +
    normSq (2 * pair 0 4 c s - pair 1 3 c s) / 5 +
    normSq (√6 * pair 1 4 c s - 3 * pair 2 3 c s) / 15 := by
  have d (z : ℂ) (r : ℝ) (hr : 0 ≤ r) : normSq (z / (√r : ℂ)) = normSq z / r := by
    rw [map_div₀, Complex.normSq_ofReal, Real.mul_self_sqrt hr]
  rw [Fin.sum_univ_three]
  exact congrArg₂ (· + ·) (congrArg₂ (· + ·) (d _ 15 (by norm_num)) (d _ 5 (by norm_num)))
    (d _ 15 (by norm_num))
```

In the sum over F and P the interference cancels, leaving one count for each occupied pair.

```lean
/-- The F and P weights together count the `n (n - 1) / 2` pairs of each configuration, weighted by
the squared modulus of its amplitude. -/
theorem pair_count (c : ℕ → ℂ) : fWeight c + pWeight c = ∑ s ∈ Finset.range 32,
    (electrons s : ℝ) * (electrons s - 1) / 2 * normSq (c s) := by
  have d (z : ℂ) (r : ℝ) (hr : 0 ≤ r) : normSq (z / (√r : ℂ)) = normSq z / r := by
    rw [map_div₀, Complex.normSq_ofReal, Real.mul_self_sqrt hr]
  -- interference between determinants cancels in the sum over F and P
  have h (s : ℕ) : ∑ k, normSq (fPair c s k) + ∑ k, normSq (pPair c s k) =
      normSq (pair 0 1 c s) + normSq (pair 0 2 c s) + normSq (pair 0 3 c s) +
      normSq (pair 1 2 c s) + normSq (pair 0 4 c s) + normSq (pair 1 3 c s) +
      normSq (pair 1 4 c s) + normSq (pair 2 3 c s) + normSq (pair 2 4 c s) +
      normSq (pair 3 4 c s) := by
    rw [pPair_sum, Fin.sum_univ_seven]
    change normSq (pair 0 1 c s) + normSq (pair 0 2 c s) +
      normSq ((3 * pair 0 3 c s + √6 * pair 1 2 c s) / √15) +
      normSq ((pair 0 4 c s + 2 * pair 1 3 c s) / √5) +
      normSq ((3 * pair 1 4 c s + √6 * pair 2 3 c s) / √15) +
      normSq (pair 2 4 c s) + normSq (pair 3 4 c s) + _ = _
    rw [d _ 15 (by norm_num), d _ 5 (by norm_num), d _ 15 (by norm_num)]
    simp only [normSq_mix]
    ring
  rw [fWeight, pWeight, ← Finset.sum_add_distrib, Finset.sum_congr rfl fun s _ => h s]
  simp only [normSq_pair, Finset.sum_range_succ, Finset.sum_range_zero]
  simp [electrons]
  ring
```

For the P weight alone, interference survives. Expanding over all configurations gives W_P = `pMin` + w with w written as a sum of squares, which replaces the operator identity for L² used above.

```lean
/-- The P-pair weight is the sum over configurations `s` of `pMin n` times the squared modulus of
`c s`, where `n` is the number of electrons in `s`, plus the weight of the P states of two and of
three electrons. -/
theorem pWeight_eq (c : ℕ → ℂ) : pWeight c =
    ∑ s ∈ Finset.range 32, pMin (electrons s) * normSq (c s) + excess c := by
  have o1 (y : ℂ) : overlap 0 y = 0 := by simp [overlap]
  have o2 (x : ℂ) : overlap x 0 = 0 := by simp [overlap]
  have o3 (x y : ℂ) : overlap (-x) y = -overlap x y := by
    simp only [overlap, Complex.neg_re, Complex.neg_im]; ring
  have o4 (x y : ℂ) : overlap x (-y) = -overlap x y := by
    simp only [overlap, Complex.neg_re, Complex.neg_im]; ring
  simp only [pWeight, pPair_sum, excess, normSq_mix, normSq_pair, Finset.sum_range_succ,
    Finset.sum_range_zero]
  simp [pair, annihilate, electrons, pMin, o1, o2, o3, o4]
  ring
```

For a state with fixed N, averages of functions of the electron number reduce to their value at N.

```lean
/-- In a normalised `N`-electron state a function of the electron number averages to its value
at `N`. -/
theorem sum_weight {N : ℕ} {c : ℕ → ℂ} (hc : IsState N c) (w : ℕ → ℝ) :
    ∑ s ∈ Finset.range 32, w (electrons s) * normSq (c s) = w N := by
  rw [← mul_one (w N), ← hc.norm, Finset.mul_sum]
  refine Finset.sum_congr rfl fun s _ => ?_
  by_cases h0 : c s = 0
  · simp [h0]
  · rw [(hc.supp s h0).2]

theorem topDet_isState {N : ℕ} (hN : N ≤ 5) : IsState N (topDet N) := by
  constructor
  · intro s hs
    have h : s = 2 ^ N - 1 := by
      by_contra h
      exact hs (by simp [topDet, h])
    subst h
    interval_cases N <;> simp [electrons]
  · interval_cases N <;> simp [topDet]
```

## Ground energies and gaps

In `isLeast_energy`, the step `key` writes the energy as e + 15B·`excess c`, where e is the claimed minimum. Nonnegativity of the squares gives the lower bound, and `topDet` attains it.

```lean
/-- For `B ≥ 0` and `N ≤ 5` the lowest energy is `(A - 8B) N (N - 1) / 2 + 15 B pMin N`, and it
is attained. -/
theorem isLeast_energy {A B e : ℝ} {N : ℕ} (hB : 0 ≤ B) (hN : N ≤ 5)
    (he : (A - 8 * B) * ((N : ℝ) * (N - 1) / 2) + 15 * B * pMin N = e) :
    IsLeast (energies A B N) e := by
  have key (c : ℕ → ℂ) (hc : IsState N c) : energy A B c = e + 15 * B * excess c := by
    have h : fWeight c + pWeight c = (N : ℝ) * (N - 1) / 2 :=
      (pair_count c).trans (sum_weight hc fun n => (n : ℝ) * (n - 1) / 2)
    have hp : pWeight c = pMin N + excess c := by rw [pWeight_eq, sum_weight hc pMin]
    rw [energy]
    linear_combination (A - 8 * B) * h + 15 * B * hp + he
  have h0 : excess (topDet N) = 0 := by
    interval_cases N <;> simp [excess, topDet]
  refine ⟨⟨topDet N, topDet_isState hN, by rw [key _ (topDet_isState hN), h0]; ring⟩, ?_⟩
  rintro _ ⟨c, hc, rfl⟩
  have n := Complex.normSq_nonneg
  have hx : 0 ≤ excess c := by
    unfold excess
    linarith [n (√6 * c 9 - 3 * c 6), n (2 * c 17 - c 10), n (√6 * c 18 - 3 * c 12),
      n (3 * c 25 - √6 * c 22), n (c 21 - 2 * c 14), n (3 * c 19 - √6 * c 13)]
  rw [key c hc]
  have : 0 ≤ 15 * B * excess c := by positivity
  linarith
```

Inserting N = 0, …, 5 gives the six energies. `IsLeast` says that each is a lower bound and is reached by some state.

```lean
/-- For `B ≥ 0` the lowest energies of zero to five spin-polarised d electrons are
`0, 0, A - 8B, 3A - 15B, 6A - 21B, 10A - 35B`, and each is attained. -/
theorem ground_energies (A : ℝ) {B : ℝ} (hB : 0 ≤ B) :
    IsLeast (energies A B 0) 0 ∧ IsLeast (energies A B 1) 0 ∧
    IsLeast (energies A B 2) (A - 8 * B) ∧ IsLeast (energies A B 3) (3 * A - 15 * B) ∧
    IsLeast (energies A B 4) (6 * A - 21 * B) ∧ IsLeast (energies A B 5) (10 * A - 35 * B) := by
  refine ⟨?_, ?_, ?_, ?_, ?_, ?_⟩ <;> refine isLeast_energy hB (by norm_num) ?_ <;>
    unfold pMin <;> push_cast <;> ring
```

The final theorem replaces each infimum by its minimum and subtracts. Its last clause, that the gap at N = 1 is strictly below the gap at N = 2, is where B > 0 is used rather than B ≥ 0.

```lean
/-- For `B > 0` the charge gap `E(N+1) + E(N-1) - 2E(N)` is `A - 8B` at `N = 1, 4` and `A + B` at
`N = 2, 3`, and its value at `N = 1` lies below that at `N = 2`. -/
theorem charge_gap (A : ℝ) {B : ℝ} (hB : 0 < B) :
    E A B 2 + E A B 0 - 2 * E A B 1 = A - 8 * B ∧
    E A B 3 + E A B 1 - 2 * E A B 2 = A + B ∧
    E A B 4 + E A B 2 - 2 * E A B 3 = A + B ∧
    E A B 5 + E A B 3 - 2 * E A B 4 = A - 8 * B ∧
    E A B 2 + E A B 0 - 2 * E A B 1 < E A B 3 + E A B 1 - 2 * E A B 2 := by
  obtain ⟨h0, h1, h2, h3, h4, h5⟩ := ground_energies A hB.le
  simp only [E, h0.csInf_eq, h1.csInf_eq, h2.csInf_eq, h3.csInf_eq, h4.csInf_eq, h5.csInf_eq]
  refine ⟨by ring, by ring, by ring, by ring, by linarith⟩

end

end DShellChargeGap
```

```lean
#print axioms DShellChargeGap.pair_terms
-- 'DShellChargeGap.pair_terms' depends on axioms: [propext, Classical.choice, Quot.sound]
#print axioms DShellChargeGap.charge_gap
-- 'DShellChargeGap.charge_gap' depends on axioms: [propext, Classical.choice, Quot.sound]
```
